# An orbital rotation has at most one anti-Hermitian generator of operator norm below π

Whether an orbital rotation determines its parameters depends on how large the parameters may be, so a measure of size has to be chosen: here it is the Euclidean operator norm $\|K\|$, the largest factor by which the parameter matrix $K$ stretches a vector. In some self-consistent field (SCF) methods, such as direct minimisation of the energy, orthonormal orbitals with coefficient matrix $C$ are updated to $C\exp(K)$, where $K^\dagger=-K$ makes $\exp(K)$ unitary. The question is when two such matrices $K$ and $L$ can give the same update.

The finite type `n` labels the orbitals, `Kᴴ` is $K^\dagger$, and `star V` is $V^\dagger$. The letter $K$ is a generator, not the exchange matrix; texts that write $\exp(-\kappa)$ have $K=-\kappa$, with the same norm.

The results concern the rotation matrix in a finite orthonormal orbital basis. They do not address uniqueness for the Slater determinant: rotations among occupied orbitals can change the matrix but alter the determinant only by a phase.

```lean
import Mathlib

open Matrix
open scoped Real

namespace OrbitalRotationUniqueness

variable {n : Type*} [Fintype n] [DecidableEq n]
```

The rotation is the matrix exponential.

```lean
/-- The orbital rotation generated by the matrix `K`: its matrix exponential. -/
noncomputable def orbitalRotation (K : Matrix n n ℂ) : Matrix n n ℂ :=
  NormedSpace.exp K
```

## (a) Diagonal generators

**Task.** For complex numbers $d_i$, show that
$$\exp(\mathrm{diag}(d_i))=\mathrm{diag}(e^{d_i}).$$

**Solution.** Since $\mathrm{diag}(d_i)^k=\mathrm{diag}(d_i^k)$, the exponential series can be summed separately in each diagonal entry. `Matrix.exp_diagonal` supplies this step.

```lean
/-- A diagonal generator multiplies each orbital by the exponential of its diagonal entry. -/
theorem orbitalRotation_diagonal (d : n → ℂ) :
    orbitalRotation (diagonal d) = diagonal (fun i => Complex.exp (d i)) := by
  unfold orbitalRotation
  rw [Matrix.exp_diagonal]
  congr 1
  funext i
  rw [Pi.coe_exp, Complex.exp_eq_exp_ℂ]
```

## (b) Rotation in an eigenbasis

**Task.** For unitary $V$ and $D=\mathrm{diag}(d_i)$, show that
$$\exp(VDV^\dagger)=V\,\mathrm{diag}(e^{d_i})\,V^\dagger.$$

**Solution.** The inner factors $V^\dagger V=1$ cancel in every power, so $(VDV^\dagger)^k=VD^kV^\dagger$. Summing the series and using (a) gives the claim. In Lean, `Matrix.exp_conj` does this for an invertible $V$, after $V^{-1}$ has been identified with $V^\dagger$.

```lean
/-- In a unitary eigenbasis `V` of the generator, the orbital rotation is diagonal, with the
exponentials of the eigenvalues as its entries. -/
theorem orbitalRotation_eigenbasis {V : Matrix n n ℂ} (hV : V ∈ unitaryGroup n ℂ) (d : n → ℂ) :
    orbitalRotation (V * diagonal d * star V) =
      V * diagonal (fun i => Complex.exp (d i)) * star V := by
  have h1 : V * star V = 1 := mem_unitaryGroup_iff.mp hV
  have h2 : star V * V = 1 := mem_unitaryGroup_iff'.mp hV
  have hinv : V⁻¹ = star V := inv_eq_right_inv h1
  have hU : IsUnit V := ⟨⟨V, star V, h1, h2⟩, rfl⟩
  rw [← orbitalRotation_diagonal, ← hinv]
  exact Matrix.exp_conj V (diagonal d) hU
```

## (c) Angles from phases

**Task.** Let $a,b$ be real with $|a-b|<2\pi$. Show that
$$e^{ia}=e^{ib}\ \Rightarrow\ a=b.$$

**Solution.** Equal exponentials give $a=b+2\pi m$ with $m$ an integer. Then $2\pi|m|=|a-b|<2\pi$, so $|m|<1$ and $m=0$. The Lean proof bounds $m$ on both sides as a real number, then `omega` finishes over the integers.

```lean
/-- Two real angles less than `2π` apart that give the same phase factor are equal. -/
theorem angle_unique {a b : ℝ} (hab : |a - b| < 2 * π)
    (h : Complex.exp (Complex.I * a) = Complex.exp (Complex.I * b)) : a = b := by
  obtain ⟨m, hm⟩ := Complex.exp_eq_exp_iff_exists_int.mp h
  have him : a = b + m * (2 * π) := by
    simpa using congrArg Complex.im hm
  have hpi : 0 ≤ 2 * π := by positivity
  obtain ⟨hl, hr⟩ := abs_lt.mp hab
  -- the winding number lies strictly between -1 and 1
  have h1 : (m : ℝ) < 1 := lt_of_mul_lt_mul_right (by linarith) hpi
  have h2 : (-1 : ℝ) < m := lt_of_mul_lt_mul_right (by linarith) hpi
  have h1' : m < 1 := by exact_mod_cast h1
  have h2' : -1 < m := by exact_mod_cast h2
  have h0 : m = 0 := by omega
  simpa [h0] using him
```

## (d) Rotation angles and the norm

**Task.** For $K^\dagger=-K$, find a unitary $V$ and real angles $\theta_i$ with
$$K=V\,\mathrm{diag}(i\theta_i)\,V^\dagger,\qquad |\theta_i|\le\|K\|.$$

**Solution.** The matrix $-iK$ is Hermitian, because $(-iK)^\dagger=iK^\dagger=-iK$. The spectral theorem gives $-iK=V\,\mathrm{diag}(\theta_i)V^\dagger$; multiply by $i$. If $v_i$ is the $i$-th column of $V$, a unit vector, then $|\theta_i|=\|Kv_i\|\le\|K\|$.

Lean reaches the bound through matrices instead of vectors: a unitary change of basis preserves the norm, and the norm of a diagonal matrix is its largest entry in modulus. The `open scoped` line selects the operator norm.

```lean
-- From here on `‖K‖` is the Euclidean operator norm.
open scoped Matrix.Norms.L2Operator

/-- An anti-Hermitian generator has a unitary eigenbasis with imaginary eigenvalues `iθ`, and
no rotation angle `θ` exceeds the operator norm of the generator in size. -/
theorem exists_rotation_angles {K : Matrix n n ℂ} (hK : Kᴴ = -K) :
    ∃ V ∈ unitaryGroup n ℂ, ∃ θ : n → ℝ,
      K = V * diagonal (fun i => Complex.I * (θ i : ℂ)) * star V ∧ ∀ i, |θ i| ≤ ‖K‖ := by
  have hH : ((-Complex.I) • K).IsHermitian := by
    unfold Matrix.IsHermitian
    rw [conjTranspose_smul, hK]
    simp
  have hs := hH.spectral_theorem
  rw [Unitary.conjStarAlgAut_apply] at hs
  have hd : diagonal (fun i => Complex.I * (hH.eigenvalues i : ℂ)) =
      Complex.I • diagonal (RCLike.ofReal ∘ hH.eigenvalues : n → ℂ) := by
    ext i j
    by_cases h : i = j
    · subst h
      simp
    · simp [h]
  have hKd : K = (hH.eigenvectorUnitary : Matrix n n ℂ) *
      diagonal (fun i => Complex.I * (hH.eigenvalues i : ℂ)) *
      star (hH.eigenvectorUnitary : Matrix n n ℂ) := by
    rw [hd, mul_smul_comm, smul_mul_assoc, ← hs, smul_smul]
    simp
  -- a unitary change of basis preserves the operator norm
  have hn : ∀ V ∈ unitaryGroup n ℂ, ∀ D : Matrix n n ℂ, ‖V * D * star V‖ = ‖D‖ := by
    intro V hV D
    rw [CStarRing.norm_mul_mem_unitary _ (Unitary.star_mem hV),
      CStarRing.norm_mem_unitary_mul _ hV]
  refine ⟨_, hH.eigenvectorUnitary.2, hH.eigenvalues, hKd, fun i => ?_⟩
  calc |hH.eigenvalues i| = ‖Complex.I * (hH.eigenvalues i : ℂ)‖ := by simp
    _ ≤ ‖fun i => Complex.I * (hH.eigenvalues i : ℂ)‖ :=
        norm_le_pi_norm (fun i => Complex.I * (hH.eigenvalues i : ℂ)) i
    _ = ‖diagonal (fun i => Complex.I * (hH.eigenvalues i : ℂ))‖ :=
        (l2_opNorm_diagonal _).symm
    _ = _ := (hn _ hH.eigenvectorUnitary.2 _).symm
    _ = ‖K‖ := congrArg norm hKd.symm
```

## (e) From rotations to generators

**Task.** Let $K,L$ be anti-Hermitian with $\|K\|+\|L\|<2\pi$, and let $X$ be any square matrix with $\exp(K)X=X\exp(L)$. Show that
$$KX=XL.$$

**Solution.** Use (d) to write $K=V\,\mathrm{diag}(i\theta_i)V^\dagger$ and $L=W\,\mathrm{diag}(i\varphi_j)W^\dagger$, and set $Z=V^\dagger XW$. By (b), multiplying the assumption by $V^\dagger$ on the left and $W$ on the right gives
$$e^{i\theta_i}Z_{ij}=Z_{ij}e^{i\varphi_j}.$$
Either $Z_{ij}=0$, or the phases agree. In the second case $|\theta_i-\varphi_j|\le\|K\|+\|L\|<2\pi$, so (c) gives $\theta_i=\varphi_j$. In both cases $i\theta_iZ_{ij}=Z_{ij}\,i\varphi_j$, and therefore
$$KX=V\,\mathrm{diag}(i\theta_i)\,Z\,W^\dagger=V\,Z\,\mathrm{diag}(i\varphi_j)\,W^\dagger=XL.$$

The auxiliary statement `key` is the entrywise argument, with `by_cases` separating the two cases. The final `calc` block is the return to the original basis.

```lean
/-- If `X` intertwines the rotations generated by two anti-Hermitian matrices whose norms add up
to less than `2π`, then `X` intertwines the generators themselves. -/
theorem generators_intertwine {K L X : Matrix n n ℂ} (hK : Kᴴ = -K) (hL : Lᴴ = -L)
    (hKL : ‖K‖ + ‖L‖ < 2 * π) (h : orbitalRotation K * X = X * orbitalRotation L) :
    K * X = X * L := by
  obtain ⟨V, hV, θ, hKd, hθ⟩ := exists_rotation_angles hK
  obtain ⟨W, hW, φ, hLd, hφ⟩ := exists_rotation_angles hL
  have hV1 : V * star V = 1 := mem_unitaryGroup_iff.mp hV
  have hV2 : star V * V = 1 := mem_unitaryGroup_iff'.mp hV
  have hW1 : W * star W = 1 := mem_unitaryGroup_iff.mp hW
  have hW2 : star W * W = 1 := mem_unitaryGroup_iff'.mp hW
  -- between eigenbases, each entry vanishes or connects equal angles
  have key : ∀ Y : Matrix n n ℂ,
      diagonal (fun i => Complex.exp (Complex.I * (θ i : ℂ))) * Y =
        Y * diagonal (fun i => Complex.exp (Complex.I * (φ i : ℂ))) →
      diagonal (fun i => Complex.I * (θ i : ℂ)) * Y =
        Y * diagonal (fun i => Complex.I * (φ i : ℂ)) := by
    intro Y hY
    ext i j
    have hij := congrFun (congrFun hY i) j
    rw [diagonal_mul, mul_diagonal] at hij ⊢
    by_cases hy : Y i j = 0
    · simp [hy]
    · have he := mul_right_cancel₀ hy (hij.trans (mul_comm _ _))
      have hlt : |θ i - φ j| < 2 * π := by
        have h1 := abs_le.mp (hθ i)
        have h2 := abs_le.mp (hφ j)
        exact abs_lt.mpr ⟨by linarith [h1.1, h2.2], by linarith [h1.2, h2.1]⟩
      rw [angle_unique hlt he, mul_comm]
  rw [hKd, hLd, orbitalRotation_eigenbasis hV, orbitalRotation_eigenbasis hW] at h
  have hZ := key (star V * X * W) (by
    have h' := congrArg (fun M => star V * M * W) h
    simp only [mul_assoc, hW2, mul_one] at h'
    simp only [← mul_assoc, hV2, one_mul] at h'
    simpa only [← mul_assoc] using h')
  -- return to the original orbital basis
  calc K * X = V * diagonal (fun i => Complex.I * (θ i : ℂ)) * star V * X * (W * star W) := by
        rw [hW1, mul_one, ← hKd]
    _ = V * (diagonal (fun i => Complex.I * (θ i : ℂ)) * (star V * X * W)) * star W := by
        simp only [mul_assoc]
    _ = V * (star V * X * W * diagonal (fun i => Complex.I * (φ i : ℂ))) * star W := by
        rw [hZ]
    _ = (V * star V) * X * (W * diagonal (fun i => Complex.I * (φ i : ℂ)) * star W) := by
        simp only [mul_assoc]
    _ = X * L := by rw [hV1, one_mul, ← hLd]
```

## (f) Uniqueness from the sum of the norms

**Task.** Let $K,L$ be anti-Hermitian with $\|K\|+\|L\|<2\pi$. Show that
$$\exp(K)=\exp(L)\ \Rightarrow\ K=L.$$

**Solution.** Take $X=1$ in (e).

```lean
/-- Two anti-Hermitian generators of the same orbital rotation are equal if their operator norms
add up to less than `2π`. -/
theorem generator_unique {K L : Matrix n n ℂ} (hK : Kᴴ = -K) (hL : Lᴴ = -L)
    (hKL : ‖K‖ + ‖L‖ < 2 * π) (h : orbitalRotation K = orbitalRotation L) : K = L := by
  simpa using generators_intertwine (X := 1) hK hL hKL (by simpa using h)
```

## (g) The ball of radius π

**Task.** For anti-Hermitian matrices, show that
$$\|K\|<\pi,\ \ \|L\|<\pi,\ \ \exp(K)=\exp(L)\ \Rightarrow\ K=L.$$

**Solution.** The norms add up to less than $2\pi$, so (f) applies.

```lean
/-- Orbital rotation parameters are unique inside the ball of radius `π`: anti-Hermitian `K` and
`L` with operator norms below `π` and equal exponentials coincide. -/
theorem generator_unique_in_ball {K L : Matrix n n ℂ} (hK : Kᴴ = -K) (hL : Lᴴ = -L)
    (hKπ : ‖K‖ < π) (hLπ : ‖L‖ < π) (h : orbitalRotation K = orbitalRotation L) : K = L :=
  generator_unique hK hL (by linarith) h
```

## (h) All other generators are longer

**Task.** Let $K\ne L$ be anti-Hermitian generators of the same rotation, with $\|K\|<\pi$. Show that
$$\|L\|>\pi.$$

**Solution.** If $\|L\|\le\pi$, the sum of the norms would still be below $2\pi$, and (f) would force $K=L$.

```lean
/-- If an anti-Hermitian generator has norm below `π`, every other anti-Hermitian generator of
the same orbital rotation has norm above `π`. -/
theorem other_generators_longer {K L : Matrix n n ℂ} (hK : Kᴴ = -K) (hL : Lᴴ = -L)
    (hKπ : ‖K‖ < π) (h : orbitalRotation K = orbitalRotation L) (hne : K ≠ L) : π < ‖L‖ := by
  by_contra hle
  exact hne (generator_unique hK hL (by linarith [not_lt.mp hle]) h)
```

## (i) Symmetries of the rotation

**Task.** Let $K$ be anti-Hermitian with $\|K\|<\pi$, and let $X$ commute with $\exp(K)$. Show that
$$KX=XK.$$

**Solution.** Take $L=K$ in (e). If $X$ represents a spatial symmetry in the orbital basis, a rotation that respects the symmetry thus has a generator that respects it too.

```lean
/-- A matrix that commutes with an orbital rotation commutes with its anti-Hermitian generator,
provided the generator has norm below `π`. -/
theorem symmetry_of_generator {K X : Matrix n n ℂ} (hK : Kᴴ = -K) (hKπ : ‖K‖ < π)
    (h : orbitalRotation K * X = X * orbitalRotation K) : K * X = X * K :=
  generators_intertwine hK hK (by linarith) h
```

## (j) Two generators on the boundary

**Task.** For at least one orbital, let $K=i\pi 1$. Show that $K$ and $-K$ are anti-Hermitian and that
$$\|K\|=\|-K\|=\pi,\qquad \exp(K)=\exp(-K),\qquad K\ne-K.$$

**Solution.** Conjugation changes the sign of $i\pi$, so $K^\dagger=-K$, and likewise for $-K$. Both matrices stretch every vector by $\pi$. By (a), both exponentials equal $-1$, since $e^{\pm i\pi}=-1$. The diagonal entries $i\pi$ and $-i\pi$ differ. Hence the two strict bounds in (g) cannot both be relaxed to $\le\pi$.

In Lean, `Nonempty n` provides the orbital, and the hypothesis `hK` merely names the matrix.

```lean
/-- The radius `π` is sharp for any positive number of orbitals: `K = iπ·1` and `-K` are distinct
anti-Hermitian matrices of norm `π` that generate the same orbital rotation. -/
theorem radius_pi_sharp [Nonempty n] (K : Matrix n n ℂ)
    (hK : K = diagonal (fun _ => (π : ℂ) * Complex.I)) :
    Kᴴ = -K ∧ ‖K‖ = π ∧ ‖-K‖ = π ∧ orbitalRotation K = orbitalRotation (-K) ∧ K ≠ -K := by
  have hnorm : ‖K‖ = π := by
    rw [hK, l2_opNorm_diagonal, pi_norm_const]
    simp [abs_of_pos Real.pi_pos]
  refine ⟨?_, hnorm, by rw [norm_neg, hnorm], ?_, ?_⟩
  · rw [hK, diagonal_conjTranspose, diagonal_neg]
    congr 1
    funext i
    simp
  · -- both rotations are multiplication by -1
    have hneg : -K = diagonal (fun _ => -((π : ℂ) * Complex.I)) := by
      rw [hK, diagonal_neg]
    rw [hneg, hK, orbitalRotation_diagonal, orbitalRotation_diagonal]
    congr 1
    funext i
    rw [Complex.exp_neg, Complex.exp_pi_mul_I]
    norm_num
  · intro h
    obtain ⟨i⟩ := ‹Nonempty n›
    have hi := congrArg Complex.im (congrFun (congrFun h i) i)
    have hKi : (K i i).im = π := by simp [hK]
    rw [Matrix.neg_apply, Complex.neg_im, hKi] at hi
    linarith [Real.pi_pos]

end OrbitalRotationUniqueness
```

```lean
#print axioms OrbitalRotationUniqueness.generator_unique_in_ball
#print axioms OrbitalRotationUniqueness.other_generators_longer
#print axioms OrbitalRotationUniqueness.symmetry_of_generator
#print axioms OrbitalRotationUniqueness.radius_pi_sharp
```

```
'OrbitalRotationUniqueness.generator_unique_in_ball' depends on axioms: [propext, Classical.choice, Quot.sound]
'OrbitalRotationUniqueness.other_generators_longer' depends on axioms: [propext, Classical.choice, Quot.sound]
'OrbitalRotationUniqueness.symmetry_of_generator' depends on axioms: [propext, Classical.choice, Quot.sound]
'OrbitalRotationUniqueness.radius_pi_sharp' depends on axioms: [propext, Classical.choice, Quot.sound]
```

## Recovering a generator from two sets of orbitals

Suppose an SCF program holds old and new orbitals that span the same space, with overlap matrix $S$ of the basis functions. The rotation between them is $U=C_{\rm old}^\dagger SC_{\rm new}$. To interpolate between the two sets, the program diagonalises $U$ with a unitary matrix $V$ of eigenvectors, takes the phases $\theta_i$ of its eigenvalues in $(-\pi,\pi]$, and assembles $K=V\,\mathrm{diag}(i\theta_i)V^\dagger$; the intermediate orbitals are $C_{\rm old}\exp(tK)$ with $0\le t\le1$. This construction is ordinary linear algebra; what (g) adds is that, if no eigenvalue is $-1$, no other anti-Hermitian choice of $K$ has norm below $\pi$.

For two real orbitals, take
$$U=\begin{pmatrix}0.500&-0.866\\0.866&0.500\end{pmatrix},$$
a rotation by $60^\circ$. Its eigenvalues are $e^{\pm i\pi/3}$, which gives
$$K=\begin{pmatrix}0&-1.047\\1.047&0\end{pmatrix},\qquad \|K\|=\pi/3\approx1.047.$$
Turning by $300^\circ$ the other way gives the same $U$, with
$$L=\begin{pmatrix}0&5.236\\-5.236&0\end{pmatrix},\qquad \|L\|=5\pi/3\approx5.236.$$
This norm exceeds $\pi$, as (h) requires, and the two norms add up to exactly $2\pi$.
